# Quasistatic reflection of an absorbing film: its thick and thin limits, and two quenching integrals

In the quasistatic limit a potential $\exp(kz)$, times a lateral wave of wave number $k$, that meets from vacuum the flat face $z=0$ of a material of permittivity $e$ leaves a reflected part $-r\exp(-kz)$ and a transmitted part $t\exp(kz)$; continuity of the potential and of the normal displacement gives $1-r=t$ and $1+r=et$, hence $r=(e-1)/(e+1)$ for $e\neq-1$. A film has a second face at depth $d$, with vacuum behind it, and for an absorbing material, $\operatorname{Im}e>0$, the same matching fixes a coefficient that depends on $s=kd$.

```lean
import Mathlib

open MeasureTheory Filter Topology Set

namespace FilmQuenching

noncomputable section

/-- Quasistatic reflection coefficient `b = (e-1)/(e+1)` of a half-space of permittivity `e`,
for `e ≠ -1`. -/
def surfaceReflection (e : ℂ) : ℂ := (e - 1) / (e + 1)

/-- Quasistatic reflection coefficient of a film in vacuum, with `s` the wave number times the
thickness, for `e ≠ -1` and `b² exp(-2s) ≠ 1`, where `b = surfaceReflection e`. -/
def filmReflection (e : ℂ) (s : ℝ) : ℂ :=
  surfaceReflection e * (1 - (Real.exp (-2 * s) : ℂ)) /
    (1 - surfaceReflection e ^ 2 * (Real.exp (-2 * s) : ℂ))

/-- Matching conditions for the potential `exp(kz) - r exp(-kz)` above the film,
`A exp(kz) + B exp(-kz)` inside and `t exp(kz)` below: the potential and the normal displacement
are continuous at `z = 0` and at `z = -d`, with `s = kd`. -/
def Matches (e : ℂ) (s : ℝ) (r A B t : ℂ) : Prop :=
  1 - r = A + B ∧ 1 + r = e * (A - B) ∧
  A * (Real.exp (-s) : ℂ) + B * (Real.exp s : ℂ) = t * (Real.exp (-s) : ℂ) ∧
  e * (A * (Real.exp (-s) : ℂ) - B * (Real.exp s : ℂ)) = t * (Real.exp (-s) : ℂ)

/-- Near-field integral of `k² exp(-2kz) r(kd)` over `k > 0` for an emitter at height `z` above a
film of thickness `d`. -/
def nearField (e : ℂ) (d z : ℝ) : ℂ :=
  ∫ k in Ioi (0 : ℝ), ((k ^ 2 * Real.exp (-2 * k * z) : ℝ) : ℂ) * filmReflection e (k * d)

lemma add_one_ne {e : ℂ} (he : 0 < e.im) : e + 1 ≠ 0 := by
  intro h
  have h' := congrArg Complex.im h
  simp only [Complex.add_im, Complex.one_im, Complex.zero_im] at h'
  linarith

/-- In a lossy film, `Im e > 0`, the denominator `1 - b² x`, with `b = surfaceReflection e`, has no
zero at real `x ≥ 0`. -/
theorem no_resonance {e : ℂ} (he : 0 < e.im) {x : ℝ} (hx : 0 ≤ x) :
    1 - surfaceReflection e ^ 2 * (x : ℂ) ≠ 0 := by
  have h1 := add_one_ne he
  intro h
  have hy : ((√x : ℝ) : ℂ) ^ 2 = x := by rw [← Complex.ofReal_pow, Real.sq_sqrt hx]
  have h3 : (e + 1) ^ 2 * (1 - surfaceReflection e ^ 2 * (x : ℂ))
      = (e + 1) ^ 2 - (e - 1) ^ 2 * x := by
    unfold surfaceReflection
    field_simp
  rw [h, mul_zero] at h3
  -- a zero would factorise with the real number `√x`
  have h2 : (e + 1 - (√x : ℝ) * (e - 1)) * (e + 1 + (√x : ℝ) * (e - 1)) = 0 := by
    linear_combination -h3 - (e - 1) ^ 2 * hy
  rcases mul_eq_zero.mp h2 with h | h
  all_goals
    have hi := congrArg Complex.im h
    have hr := congrArg Complex.re h
    simp only [Complex.sub_im, Complex.add_im, Complex.mul_im, Complex.sub_re, Complex.add_re,
      Complex.mul_re, Complex.ofReal_re, Complex.ofReal_im, Complex.one_re, Complex.one_im,
      Complex.zero_im, Complex.zero_re] at hi hr
  · have h4 : e.im * (1 - √x) = 0 := by linear_combination hi
    have h5 : √x = 1 := by
      rcases mul_eq_zero.mp h4 with h | h <;> linarith
    rw [h5] at hr
    linarith
  · have h4 : e.im * (1 + √x) = 0 := by linear_combination hi
    have h5 : 0 < e.im * (1 + √x) := by positivity
    linarith

/-- For `Im e > 0` the matching conditions at the two faces can be solved exactly when `r` is the
film reflection coefficient. -/
theorem matches_iff {e : ℂ} (he : 0 < e.im) (s : ℝ) (r : ℂ) :
    (∃ A B t, Matches e s r A B t) ↔ r = filmReflection e s := by
  have h1 := add_one_ne he
  have h0 : 2 * e ≠ 0 := mul_ne_zero two_ne_zero (by rintro rfl; simp at he)
  have hb : surfaceReflection e * (e + 1) = e - 1 := div_mul_cancel₀ _ h1
  have hX : (Real.exp (-2 * s) : ℂ) = (Real.exp (-s) : ℂ) ^ 2 := by
    rw [← Complex.ofReal_pow, ← Real.exp_nat_mul]
    congr 2
    push_cast
    ring
  have hPQ : (Real.exp (-s) : ℂ) * (Real.exp s : ℂ) = 1 := by
    rw [← Complex.ofReal_mul, ← Real.exp_add, neg_add_cancel, Real.exp_zero, Complex.ofReal_one]
  have hD := no_resonance he (Real.exp_pos (-2 * s)).le
  unfold Matches filmReflection
  rw [eq_div_iff hD]
  generalize (Real.exp (-2 * s) : ℂ) = X at *
  generalize (Real.exp (-s) : ℂ) = P at *
  generalize (Real.exp s : ℂ) = Q at *
  generalize surfaceReflection e = b at *
  constructor
  · rintro ⟨A, B, t, m1, m2, m3, m4⟩
    -- the lower face fixes the ratio of the two amplitudes in the film
    have K : (e - 1) * A * X = (e + 1) * B := by
      linear_combination P * (m4 - m3) + (e - 1) * A * hX + (e + 1) * B * hPQ
    apply mul_left_cancel₀ (pow_ne_zero 2 h1)
    linear_combination 2 * e * K + (e - 1) * X * (e * m1 + m2) - (e + 1) * (e * m1 - m2)
      - (r * X * (b * (e + 1) + (e - 1)) + (1 - X) * (e + 1)) * hb
  · intro h
    obtain ⟨A, hA⟩ : ∃ A, 2 * e * A = e * (1 - r) + (1 + r) := ⟨_, mul_div_cancel₀ _ h0⟩
    obtain ⟨B, hB⟩ : ∃ B, 2 * e * B = e * (1 - r) - (1 + r) := ⟨_, mul_div_cancel₀ _ h0⟩
    have K : (e - 1) * A * X = (e + 1) * B := by
      apply mul_left_cancel₀ h0
      linear_combination (e + 1) ^ 2 * h + (e - 1) * X * hA - (e + 1) * hB
        + (r * X * (b * (e + 1) + (e - 1)) + (1 - X) * (e + 1)) * hb
    refine ⟨A, B, A + B * Q ^ 2, mul_left_cancel₀ h0 ?_, ?_, ?_, ?_⟩
    · linear_combination -hA - hB
    · linear_combination (hB - hA) / 2
    · linear_combination -B * Q * hPQ
    · linear_combination Q * K - (e - 1) * A * P * hPQ - (e - 1) * A * Q * hX - B * Q * hPQ

/-- For `e ≠ -1` the reflection coefficient of a film tends to that of the half-space as `s → ∞`. -/
theorem thick_film (e : ℂ) : Tendsto (filmReflection e) atTop (𝓝 (surfaceReflection e)) := by
  have hR : Tendsto (fun s : ℝ => Real.exp (-2 * s)) atTop (𝓝 0) :=
    Real.tendsto_exp_atBot.comp (tendsto_id.const_mul_atTop_of_neg (by norm_num))
  have hE : Tendsto (fun s : ℝ => (Real.exp (-2 * s) : ℂ)) atTop (𝓝 ((0 : ℝ) : ℂ)) :=
    (Complex.continuous_ofReal.tendsto 0).comp hR
  have h : Tendsto (filmReflection e) atTop (𝓝 (surfaceReflection e * (1 - ((0 : ℝ) : ℂ)) /
      (1 - surfaceReflection e ^ 2 * ((0 : ℝ) : ℂ)))) :=
    ((hE.const_sub 1).const_mul _).div ((hE.const_mul _).const_sub 1) (by simp)
  simpa using h

/-- For `Im e > 0` the reflection coefficient of a thin film is linear in the thickness:
`r(s)/s` tends to `(e²-1)/(2e)` as `s → 0+`. -/
theorem thin_film {e : ℂ} (he : 0 < e.im) :
    Tendsto (fun s : ℝ => filmReflection e s / s) (𝓝[>] 0) (𝓝 ((e ^ 2 - 1) / (2 * e))) := by
  have h1 := add_one_ne he
  have h0 : e ≠ 0 := by rintro rfl; simp at he
  have hd : HasDerivAt (fun s : ℝ => 1 - Real.exp (-2 * s)) 2 0 :=
    ((((hasDerivAt_id (0 : ℝ)).const_mul (-2)).exp).const_sub 1).congr_deriv (by simp)
  have hs : Tendsto (fun s : ℝ => (1 - Real.exp (-2 * s)) / s) (𝓝[>] 0) (𝓝 2) :=
    hd.tendsto_slope_zero_right.congr (fun s => by simp [div_eq_inv_mul])
  have hc : Continuous (fun s : ℝ => (Real.exp (-2 * s) : ℂ)) := by fun_prop
  have hE : Tendsto (fun s : ℝ => (Real.exp (-2 * s) : ℂ)) (𝓝[>] 0) (𝓝 ((1 : ℝ) : ℂ)) := by
    simpa using (hc.tendsto 0).mono_left nhdsWithin_le_nhds
  have hD := no_resonance he zero_le_one
  have h := (((Complex.continuous_ofReal.tendsto 2).comp hs).const_mul (surfaceReflection e)).div
    ((hE.const_mul (surfaceReflection e ^ 2)).const_sub 1) hD
  have hl : surfaceReflection e * ((2 : ℝ) : ℂ) / (1 - surfaceReflection e ^ 2 * ((1 : ℝ) : ℂ))
      = (e ^ 2 - 1) / (2 * e) := by
    rw [div_eq_div_iff hD (mul_ne_zero two_ne_zero h0)]
    unfold surfaceReflection
    push_cast
    field_simp
    ring
  rw [hl] at h
  refine h.congr (fun s => ?_)
  simp only [Pi.div_apply, Function.comp_apply, filmReflection]
  push_cast
  ring

/-- The integral of `kⁿ exp(-2kz)` over `k > 0` equals `n!/(2z)ⁿ⁺¹` for `z > 0`. -/
theorem moment (n : ℕ) {z : ℝ} (hz : 0 < z) :
    ∫ k in Ioi (0 : ℝ), k ^ n * Real.exp (-2 * k * z) = n.factorial / (2 * z) ^ (n + 1) := by
  have h := Real.integral_rpow_mul_exp_neg_mul_Ioi (a := (n : ℝ) + 1) (r := 2 * z)
    (by positivity) (by positivity)
  rw [Real.Gamma_nat_eq_factorial, ← Nat.cast_add_one, Real.rpow_natCast, one_div, inv_pow,
    ← div_eq_inv_mul] at h
  rw [← h]
  refine setIntegral_congr_fun measurableSet_Ioi (fun k _ => ?_)
  have h2 : ((n + 1 : ℕ) : ℝ) - 1 = n := by push_cast; ring
  have h3 : -2 * k * z = -(2 * z * k) := by ring
  simp only [h2, h3, Real.rpow_natCast]

/-- The quenching integrals of `k² exp(-2kz)` and `k³ exp(-2kz)` equal `1/(4z³)` and `3/(8z⁴)`
for `z > 0`. -/
theorem quenching_integrals {z : ℝ} (hz : 0 < z) :
    ∫ k in Ioi (0 : ℝ), k ^ 2 * Real.exp (-2 * k * z) = 1 / (4 * z ^ 3) ∧
    ∫ k in Ioi (0 : ℝ), k ^ 3 * Real.exp (-2 * k * z) = 3 / (8 * z ^ 4) := by
  rw [moment 2 hz, moment 3 hz]
  constructor <;> norm_num [Nat.factorial] <;> field_simp <;> norm_num

end

end FilmQuenching
```

```lean
#print axioms FilmQuenching.matches_iff
#print axioms FilmQuenching.thick_film
#print axioms FilmQuenching.thin_film
#print axioms FilmQuenching.quenching_integrals
```

```
'FilmQuenching.matches_iff' depends on axioms: [propext, Classical.choice, Quot.sound]
'FilmQuenching.thick_film' depends on axioms: [propext, Classical.choice, Quot.sound]
'FilmQuenching.thin_film' depends on axioms: [propext, Classical.choice, Quot.sound]
'FilmQuenching.quenching_integrals' depends on axioms: [propext, Classical.choice, Quot.sound]
```

## An emitter above a film, and what is stated about it

An excited molecule close to an absorbing film loses energy to it through its near field, and its emission is quenched. That field is a superposition of potentials with lateral wave number $k>0$, each decaying away from the molecule. The film answers each component with a reflected potential, and the factor $\exp(-2kz)$ accounts for the way from the molecule at height $z$ to the surface and back.

Write $b=(e-1)/(e+1)$ for the half-space coefficient, `surfaceReflection e`. The film coefficient, `filmReflection e s`, is

$$r(s)=\frac{b\,(1-\exp(-2s))}{1-b^2\exp(-2s)} .$$

The theorems say the following.

- `matches_iff`: for $\operatorname{Im}e>0$ and every real $s$, the matching conditions at the two faces have a solution exactly when the reflected amplitude equals $r(s)$. The closed formula is therefore derived from electrostatics.
- `thick_film`: $r(s)\to b$ as $s\to\infty$.
- `thin_film`: for $\operatorname{Im}e>0$, $r(s)/s\to(e^2-1)/(2e)$ as $s\to0^+$. The filter `𝓝[>] 0` expresses the approach from positive values.
- `quenching_integrals`: for $z>0$, the integrals of $k^2\exp(-2kz)$ and $k^3\exp(-2kz)$ over $k>0$ are $1/(4z^3)$ and $3/(8z^4)$.

The integral of $k^2\exp(-2kz)\,r(kd)$ over $k>0$ is defined as `nearField`, but no theorem evaluates it or gives its dependence on distance.

## Conventions and the range of the model

The letter `e` is the relative permittivity, usually written $\varepsilon$, at the frequency of the emitter. It is a complex number, and $\operatorname{Im}e>0$ means absorption for fields that vary as $\exp(-i\omega t)$. The film is homogeneous and isotropic, with a local response and vacuum on both sides.

In `Matches` the letter $z$ is the vertical coordinate, with the film between $z=-d$ and $z=0$; in the integrals it is the height of the emitter. The common lateral factor of the potential is left out. The reflected potential carries a minus sign, so that $r$ is close to $+1$ for large $|e|$, where the image charge has the opposite sign. The numbers `A` and `B` are the amplitudes of the growing and the decaying exponential in the film, and `t` is the amplitude below it.

`thick_film` has no hypothesis on $e$. At $e=-1$, where $b$ does not exist, Lean's division by zero sets it to $0$, and the statement has no physical content there.

One step to the real molecule has to be argued separately: its energy loss must be governed by this electrostatic coefficient and not by the retarded one. For a given $e$ with $\operatorname{Im}e>0$ that is a good approximation when the distance and the film thickness are small enough compared with the wavelength; a large $|e|$ tightens this condition, because the wavelength or the penetration depth inside the film is then shorter.

## Absorption excludes a zero denominator

Suppose $1-b^2x=0$ for some real $x\ge0$, and put $y=\sqrt x$. Multiplying by $(e+1)^2$ gives $(e+1)^2=(e-1)^2y^2$, or

$$\bigl(e+1-y(e-1)\bigr)\bigl(e+1+y(e-1)\bigr)=0 .$$

The imaginary part of the second factor is $(1+y)\operatorname{Im}e>0$, so this factor is not zero. The imaginary part of the first is $(1-y)\operatorname{Im}e$, which vanishes only for $y=1$; but then the factor equals $2$. Neither factor can vanish.

This is `no_resonance`. The proof builds the factorised equation as `h2`, splits it with `mul_eq_zero`, and takes real and imaginary parts of each case. The lemma `add_one_ne` supplies $e+1\neq0$, again from the imaginary part.

A zero of the denominator would be a surface mode of the film that sustains itself without a source. At $e=-3$ one has $b=2$, and the denominator vanishes at $s=\ln2$. Requiring only $e\neq0$ and $e\neq-1$ would therefore not be enough for `matches_iff`.

## Matching at two faces

Let $P=\exp(-s)$, $Q=\exp(s)$ and $X=\exp(-2s)$, so that $X=P^2$ and $PQ=1$. The four conditions in `Matches` are

$$1-r=A+B,\qquad 1+r=e(A-B),$$
$$AP+BQ=tP,\qquad e(AP-BQ)=tP .$$

Subtracting the third from the fourth removes $t$ and leaves $(e-1)AP=(e+1)BQ$. Multiplication by $P$ gives

$$(e-1)AX=(e+1)B,\qquad\text{that is}\qquad B=bXA .$$

The lower face thus fixes the ratio of the two amplitudes in the film; this is the equation `K` in the proof. The upper face gives

$$2eA=e(1-r)+(1+r)=(e+1)(1-br),$$
$$2eB=e(1-r)-(1+r)=(e+1)(b-r).$$

Inserting both into $B=bXA$ and dividing by the nonzero factor $(e+1)/(2e)$ yields $b-r=bX(1-br)$, or $r(1-b^2X)=b(1-X)$. Since the denominator is not zero, $r=r(s)$.

For the converse, take $r=r(s)$ and define $A$ and $B$ by the last two displayed formulas. The upper conditions then hold, and the calculation read backwards gives $B=bXA$. With $t=A+BQ^2$ the third condition is immediate, because $Q^2P=Q$. The fourth follows from `K` multiplied by $Q$. The Lean proof makes the same choice of $A$, $B$ and $t$.

## From the half-space to the thin sheet

For large $s$ the exponential $\exp(-2s)$ tends to zero. The numerator of $r(s)$ tends to $b$ and the denominator to $1$, so $r(s)\to b$: the lower face no longer matters. In `thick_film` these limits are combined by the rules for constant multiples, differences and quotients.

For small $s$ write

$$\frac{r(s)}{s}=b\,\frac{1-\exp(-2s)}{s}\,\frac{1}{1-b^2\exp(-2s)} .$$

The middle factor is the difference quotient at zero of $1-\exp(-2s)$, whose derivative there is $2$. The denominator tends to $1-b^2$, which is nonzero by `no_resonance` with $x=1$. From $1-b^2=4e/(e+1)^2$ the limit is

$$\frac{2b}{1-b^2}=\frac{2(e-1)(e+1)}{4e}=\frac{e^2-1}{2e}.$$

In `thin_film`, `hd` is the derivative, `hs` turns it into the limit of the quotient, and `hl` is the last algebraic identity.

## The two moments

With $u=2kz$,

$$\int_0^\infty k^n\exp(-2kz)\,dk=\frac{1}{(2z)^{n+1}}\int_0^\infty u^n\exp(-u)\,du=\frac{n!}{(2z)^{n+1}} .$$

For $n=2$ this is $2/(8z^3)=1/(4z^3)$, and for $n=3$ it is $6/(16z^4)=3/(8z^4)$. The theorem `moment` obtains the general formula from Mathlib's Gamma integral, which has real exponents, and converts these to natural powers. `quenching_integrals` inserts $n=2$ and $n=3$.

## Elimination as a certificate: `linear_combination`

The elimination in `matches_iff` is carried by the tactic `linear_combination`. It is given a sum of known equations, each multiplied by a coefficient, and it checks that the goal differs from this sum only by an identity of commutative rings. It does not search for the coefficients; they are written in the file and record the elimination.

The equation `K` shows the pattern. The term `P * (m4 - m3)` is the difference of the two lower conditions, multiplied by $P$. The terms with `hX` and `hPQ` replace $P^2$ by $X$ and $PQ$ by $1$.

Such a check knows nothing about exponentials. The proof therefore first establishes the relations $X=P^2$ and $PQ=1$, and then uses `generalize` to turn the three exponentials and $b$ into plain letters. What remains is polynomial algebra, together with the cancellation of factors known to be nonzero.

## The decay rate of a perpendicular dipole

In molecular quantum electrodynamics the coefficient enters the decay rate of an emitter, here for a local film in the quasistatic regime. For a transition dipole perpendicular to the surface, with radiative rate $\Gamma_0$ in free space and free-space wave number $k_0=\omega/c$, the rate of energy transfer to the film is

$$\frac{\Gamma}{\Gamma_0}\approx\frac{3}{2k_0^3}\int_0^\infty k^2\exp(-2kz)\,\operatorname{Im}r(kd)\,dk .$$

Take $e=2+i$. Then $b=0.4+0.2i$ and $(e^2-1)/(2e)=0.8+0.6i$.

When the film is much thicker than the distance $z$, one replaces $r$ by $b$, and the integral with $k^2$ gives

$$\frac{\Gamma}{\Gamma_0}\approx\frac{3}{2}\cdot\frac{0.2}{4(k_0z)^3}=\frac{0.075}{(k_0z)^3}.$$

When it is much thinner, one replaces $r(kd)$ by $(0.8+0.6i)\,kd$. The additional power of $k$ calls for the integral with $k^3$:

$$\frac{\Gamma}{\Gamma_0}\approx\frac{3}{2}\cdot0.6\,d\cdot\frac{3}{8k_0^3z^4}=\frac{0.3375}{(k_0z)^3}\,\frac dz .$$

The distance dependence thus changes from $z^{-3}$ to $z^{-4}$. These are leading-order estimates; replacing $r$ by its limit under the integral is a physicist's step here and not a consequence of the theorems above.
